# A finite plane-wave density in one dimension has a periodic Hartree potential exactly when the cell is neutral

## Charge in a repeated cell

A plane-wave calculation repeats its cell without end. In reciprocal space, Poisson's equation becomes a division by $G^2$, which has no meaning at $G=0$. The $G=0$ coefficient of the density is the mean charge density, and for electrons alone it is not zero. When does a periodic potential exist, and what are its form and energy?

Take a cell of length $L>0$ with charge varying along one direction, and set $G_n=2\pi n/L$ for integer $n$. The density is a real function given by a finite sum,

$$\rho(x)=\sum_n c_n e^{iG_nx}.$$

In Gaussian-type units the potential $V$ obeys $-V''=4\pi\rho$.

## Neutrality, potential and energy

A real $L$-periodic solution $V$ exists if and only if $c_0=0$. Every such solution has the form

$$V(x)=W(x)+C,\qquad W(x)=\sum_{n\ne0}\frac{4\pi c_n}{G_n^2}e^{iG_nx},$$

with $C$ a real constant, and its energy per cell, for unit area of cross-section, is

$$\frac12\int_0^L\rho V\,dx=2\pi L\sum_{n\neq0}\frac{|c_n|^2}{G_n^2}.$$

This energy is strictly positive if $\rho$ is nonzero somewhere.

In the Lean file, `c : ℤ →₀ ℂ` is a finitely supported family of coefficients, and `IsDensity L c ρ` says that the real function `ρ` equals their plane-wave sum. `IsPotential L ρ V` contains the periodicity of $V$ and a field $E$ with $V'=-E$ and $E'=4\pi\rho$. It does not assume that $V$ is a plane-wave sum. `hartreeSum` is $W$; its index set `c.support.erase 0` leaves out $n=0$, so no term divides by zero. $W$ is complex-valued by type, and the equation for $V$ shows that its values are real.

The theorems concern one dimension, finite sums and exact integrals. They do not treat three-dimensional cells, infinite Fourier series, sums over grid points or exchange-correlation terms.

For this one-dimensional model, the result justifies omitting the $G=0$ term from the Hartree sum when $\rho$ is the total charge of a neutral cell, or an electron density from which its cell average has been subtracted as a uniform neutralising background.

## From plane waves to the energy

**Cell integrals.** Since $G_nL=2\pi n$, each plane wave has period $L$. Its integral over the cell is $L$ for $n=0$, and otherwise

$$\int_0^L e^{iG_nx}dx=\frac{e^{iG_nL}-1}{iG_n}=0.$$

Because $\rho$ is real, it may be replaced by its conjugate:

$$\int_0^L\rho\,e^{iG_nx}dx=\sum_m c_m^*\int_0^L e^{iG_{n-m}x}dx=Lc_n^*.$$

**Neutrality is necessary.** If $V$ is periodic, so is $E=-V'$. Hence

$$4\pi Lc_0^*=4\pi\int_0^L\rho\,dx=E(L)-E(0)=0.$$

**Neutrality is sufficient.** Two derivatives multiply $e^{iG_nx}$ by $-G_n^2$. If $c_0=0$, then

$$W''=-4\pi\sum_{n\ne0}c_ne^{iG_nx}=-4\pi\rho.$$

As $\rho$ is real, the real part of $W$ is a real periodic solution.

**Only a constant is free.** Let $V$ be any periodic solution and $D=V-W$. Then $D''=0$, so $D(x)=D(0)+D'(0)x$. From $D(L)=D(0)$ it follows that $D'(0)=0$, and $D$ is a constant $C$. Since $W$ integrates to zero over the cell, $C=\frac1L\int_0^LV\,dx$, which is real.

**Energy.** Inserting $V=W+C$ gives

$$\frac12\int_0^L\rho V\,dx=\frac12\sum_{n\ne0}\frac{4\pi c_n}{G_n^2}Lc_n^*+\frac12CLc_0^*.$$

The last term vanishes by neutrality, and $c_nc_n^*=|c_n|^2$ gives the stated formula. If $\rho$ is nonzero somewhere, some $c_n$ with $n\ne0$ is nonzero, so the sum is positive.

## Without periodicity of the potential

For $\rho=1$, the function $V=-2\pi x^2$ solves $-V''=4\pi\rho$ although $c_0=1$. Neutrality is therefore forced by the periodicity of $V$, not by the differential equation alone.

The energy formula fails too. Let $G=2\pi/L$, $\rho=\sin Gx$ and $V=(4\pi/G^2)\sin Gx+ax$ with $a$ real. The equation still holds, but the linear term, a uniform external field, changes $\frac12\int_0^L\rho V\,dx$ from $\pi L/G^2$ to $\pi L/G^2-aL/(2G)$, which is negative for $a>L$.

## The Lean file

```lean
import Mathlib

open scoped Real ComplexConjugate

namespace PeriodicHartree

noncomputable section

/-- The reciprocal lattice vector `G = 2πn/L` of a cell of length `L`. -/
def gvec (L : ℝ) (n : ℤ) : ℝ := 2 * π * n / L

/-- The plane wave `exp(iGx)`. -/
def wave (L : ℝ) (n : ℤ) (x : ℝ) : ℂ := Complex.exp (Complex.I * gvec L n * x)

/-- The real density `ρ` is the finite plane-wave sum with coefficients `c`. -/
def IsDensity (L : ℝ) (c : ℤ →₀ ℂ) (ρ : ℝ → ℝ) : Prop :=
  ∀ x, (ρ x : ℂ) = ∑ n ∈ c.support, c n * wave L n x

/-- `V` is periodic and solves `-V'' = 4πρ`, written with the field `E = -V'`. -/
def IsPotential (L : ℝ) (ρ V : ℝ → ℝ) : Prop :=
  Function.Periodic V L ∧ ∃ E : ℝ → ℝ,
    (∀ x, HasDerivAt V (-E x) x) ∧ ∀ x, HasDerivAt E (4 * π * ρ x) x

/-- The plane-wave sum of `4π c(G) exp(iGx)/G²` over nonzero `G`. -/
def hartreeSum (L : ℝ) (c : ℤ →₀ ℂ) (x : ℝ) : ℂ :=
  ∑ n ∈ c.support.erase 0, 4 * π * c n / (gvec L n : ℂ) ^ 2 * wave L n x

/-- The plane-wave sum for the slope of the Hartree potential. -/
def hartreeSlope (L : ℝ) (c : ℤ →₀ ℂ) (x : ℝ) : ℂ :=
  ∑ n ∈ c.support.erase 0,
    4 * π * c n / (gvec L n : ℂ) ^ 2 * (Complex.I * gvec L n * wave L n x)

variable {L : ℝ} {c : ℤ →₀ ℂ} {ρ V : ℝ → ℝ}

/-- Differentiating a plane wave multiplies it by `iG`. -/
theorem wave_hasDerivAt (L : ℝ) (n : ℤ) (x : ℝ) :
    HasDerivAt (wave L n) (Complex.I * gvec L n * wave L n x) x := by
  have h : HasDerivAt (fun y : ℝ => Complex.I * gvec L n * (y : ℂ))
      (Complex.I * gvec L n * ((1 : ℝ) : ℂ)) x :=
    (hasDerivAt_id x).ofReal_comp.const_mul _
  exact h.cexp.congr_deriv (by unfold wave; push_cast; ring)

/-- Every plane wave of the reciprocal lattice has the period of the cell. -/
theorem wave_add_period (hL : 0 < L) (n : ℤ) (x : ℝ) :
    wave L n (x + L) = wave L n x := by
  have hG : gvec L n * L = 2 * π * n := by
    unfold gvec
    field_simp
  have hc : (gvec L n : ℂ) * L = 2 * π * n := by exact_mod_cast hG
  have h : Complex.I * gvec L n * ((x + L : ℝ) : ℂ)
      = Complex.I * gvec L n * x + n * (2 * π * Complex.I) := by
    rw [Complex.ofReal_add]
    linear_combination Complex.I * hc
  unfold wave
  rw [h, Complex.exp_add, Complex.exp_int_mul_two_pi_mul_I, mul_one]

/-- The cell integral of a plane wave is `L` for `G = 0` and zero otherwise. -/
theorem wave_integral (hL : 0 < L) (n : ℤ) :
    ∫ x in (0 : ℝ)..L, wave L n x = if n = 0 then (L : ℂ) else 0 := by
  split_ifs with h
  · subst h
    simp [wave, gvec]
  · have hG : (gvec L n : ℂ) ≠ 0 := by simp [gvec, h, hL.ne', Real.pi_ne_zero]
    have he := wave_add_period hL n 0
    rw [zero_add] at he
    simp only [wave] at he ⊢
    rw [integral_exp_mul_complex (mul_ne_zero Complex.I_ne_zero hG), he, sub_self, zero_div]

/-- A plane-wave density is continuous, and its cell integral against `exp(iGx)` is
`L` times the conjugate of its coefficient at `G`. -/
theorem density_integral (hL : 0 < L) (hρ : IsDensity L c ρ) :
    Continuous ρ ∧
      ∀ n, ∫ x in (0 : ℝ)..L, (ρ x : ℂ) * wave L n x = L * conj (c n) := by
  have hw : ∀ n, Continuous (wave L n) := fun n =>
    continuous_iff_continuousAt.2 fun x => (wave_hasDerivAt L n x).continuousAt
  constructor
  · have h : ρ = fun x => (∑ n ∈ c.support, c n * wave L n x).re :=
      funext fun x => by rw [← hρ x, Complex.ofReal_re]
    rw [h]
    exact Complex.continuous_re.comp
      (continuous_finsetSum _ fun n _ => continuous_const.mul (hw n))
  intro n
  -- the density is real, so it may be replaced by its conjugate
  have h : ∀ x, (ρ x : ℂ) * wave L n x
      = ∑ m ∈ c.support, conj (c m) * wave L (n - m) x := by
    intro x
    rw [← Complex.conj_ofReal (ρ x), hρ x, map_sum, Finset.sum_mul]
    refine Finset.sum_congr rfl fun m _ => ?_
    rw [map_mul, mul_assoc]
    congr 1
    unfold wave
    rw [← Complex.exp_conj, ← Complex.exp_add]
    congr 1
    simp only [map_mul, Complex.conj_I, Complex.conj_ofReal]
    unfold gvec
    push_cast
    ring
  simp_rw [h]
  have hcw : ∀ (a : ℂ) (k : ℤ), Continuous fun x => a * wave L k x :=
    fun a k => continuous_const.mul (hw k)
  rw [intervalIntegral.integral_finsetSum
    (fun m _ => (hcw (conj (c m)) (n - m)).intervalIntegrable _ _)]
  simp_rw [intervalIntegral.integral_const_mul, wave_integral hL, sub_eq_zero]
  rw [Finset.sum_eq_single n]
  · simp [mul_comm]
  · intro m _ hm
    simp [Ne.symm hm]
  · intro hn
    simp [Finsupp.notMem_support_iff.1 hn]

/-- A density with a periodic potential has vanishing `G = 0` coefficient. -/
theorem neutral_of_isPotential (hL : 0 < L) (hρ : IsDensity L c ρ)
    (hV : IsPotential L ρ V) : c 0 = 0 := by
  obtain ⟨hper, E, hVE, hE⟩ := hV
  -- the field takes the same value at both ends of the cell
  have hEL : E L = E 0 := by
    have h1 : HasDerivAt (fun x => V (x + L)) (-E (0 + L)) 0 :=
      HasDerivAt.comp_add_const 0 L (hVE (0 + L))
    rw [show (fun x => V (x + L)) = V from funext hper] at h1
    have h2 := h1.unique (hVE 0)
    rw [zero_add] at h2
    linarith
  have hint : ∫ x in (0 : ℝ)..L, 4 * π * ρ x = E L - E 0 :=
    intervalIntegral.integral_eq_sub_of_hasDerivAt (fun x _ => hE x)
      ((continuous_const.mul (density_integral hL hρ).1).intervalIntegrable _ _)
  rw [hEL, sub_self, intervalIntegral.integral_const_mul] at hint
  have h0 := (mul_eq_zero.1 hint).resolve_left (by positivity)
  have h := (density_integral hL hρ).2 0
  have hw : ∀ x, wave L 0 x = 1 := fun x => by simp [wave, gvec]
  simp only [hw, mul_one] at h
  rw [intervalIntegral.integral_ofReal, h0] at h
  simpa [hL.ne'] using h.symm

/-- For a neutral cell the Hartree sum has second derivative `-4πρ`. -/
theorem hartreeSum_hasDerivAt (hL : 0 < L) (hρ : IsDensity L c ρ) (h0 : c 0 = 0) (x : ℝ) :
    HasDerivAt (hartreeSum L c) (hartreeSlope L c x) x ∧
      HasDerivAt (hartreeSlope L c) ((-(4 * π * ρ x) : ℝ) : ℂ) x := by
  refine ⟨HasDerivAt.fun_sum fun n _ => (wave_hasDerivAt L n x).const_mul _, ?_⟩
  have h : HasDerivAt (hartreeSlope L c) (∑ n ∈ c.support.erase 0,
      4 * π * c n / (gvec L n : ℂ) ^ 2 *
        (Complex.I * gvec L n * (Complex.I * gvec L n * wave L n x))) x :=
    HasDerivAt.fun_sum fun n _ => ((wave_hasDerivAt L n x).const_mul _).const_mul _
  refine h.congr_deriv ?_
  have hs : ∑ n ∈ c.support.erase 0, c n * wave L n x
      = ∑ n ∈ c.support, c n * wave L n x := Finset.sum_erase _ (by simp [h0])
  push_cast
  rw [hρ x, ← hs, Finset.mul_sum, ← Finset.sum_neg_distrib]
  refine Finset.sum_congr rfl fun n hn => ?_
  have hG : (gvec L n : ℂ) ≠ 0 := by
    simp [gvec, Finset.ne_of_mem_erase hn, hL.ne', Real.pi_ne_zero]
  -- the factor (iG)² cancels 1/G² up to a sign
  have e : 4 * π * c n / (gvec L n : ℂ) ^ 2 *
      (Complex.I * gvec L n * (Complex.I * gvec L n * wave L n x))
      = (Complex.I * Complex.I) * (4 * π * (c n * wave L n x)) := by
    field_simp
  rw [e, Complex.I_mul_I]
  ring

/-- A function with zero second derivative and equal values at both ends of the cell
is constant. -/
theorem const_of_periodic {F F' : ℝ → ℂ} (hL : 0 < L) (hper : F L = F 0)
    (h1 : ∀ x, HasDerivAt F (F' x) x) (h2 : ∀ x, HasDerivAt F' 0 x) (x : ℝ) :
    F x = F 0 := by
  have hk : ∀ y, F' y = F' 0 := fun y =>
    is_const_of_deriv_eq_zero (fun z => (h2 z).differentiableAt) (fun z => (h2 z).deriv) y 0
  have hd : ∀ y : ℝ, HasDerivAt (fun t : ℝ => F t - (t : ℂ) * F' 0) 0 y := fun y =>
    ((h1 y).fun_sub ((hasDerivAt_id y).ofReal_comp.mul_const (F' 0))).congr_deriv
      (by simp [hk y])
  have hlin : ∀ y : ℝ, F y - (y : ℂ) * F' 0 = F 0 := fun y => by
    have h := is_const_of_deriv_eq_zero (fun z => (hd z).differentiableAt)
      (fun z => (hd z).deriv) y 0
    simpa using h
  have h := hlin L
  rw [hper] at h
  have h3 : (L : ℂ) * F' 0 = 0 := by linear_combination -h
  have h4 := (mul_eq_zero.1 h3).resolve_left (Complex.ofReal_ne_zero.2 hL.ne')
  simpa [h4] using hlin x

/-- Every periodic potential of the density is the Hartree sum plus a real constant. -/
theorem potential_eq_hartreeSum (hL : 0 < L) (hρ : IsDensity L c ρ)
    (hV : IsPotential L ρ V) : ∃ C : ℝ, ∀ x, (V x : ℂ) = hartreeSum L c x + C := by
  have hd := hartreeSum_hasDerivAt hL hρ (neutral_of_isPotential hL hρ hV)
  obtain ⟨hper, E, hVE, hE⟩ := hV
  have hend : (V L : ℂ) - hartreeSum L c L = V 0 - hartreeSum L c 0 := by
    have a := hper 0
    have b : hartreeSum L c (0 + L) = hartreeSum L c 0 := by
      simp only [hartreeSum, wave_add_period hL]
    rw [zero_add] at a b
    rw [a, b]
  have hconst : ∀ x, (V x : ℂ) - hartreeSum L c x = V 0 - hartreeSum L c 0 :=
    const_of_periodic (F := fun x => (V x : ℂ) - hartreeSum L c x)
      (F' := fun x => ((-E x : ℝ) : ℂ) - hartreeSlope L c x) hL hend
      (fun x => (hVE x).ofReal_comp.fun_sub (hd x).1)
      (fun x => ((hE x).fun_neg.ofReal_comp.fun_sub (hd x).2).congr_deriv (sub_self _))
  -- the Hartree sum averages to zero, so the constant is the real mean of V
  have hmean : ∫ x in (0 : ℝ)..L, hartreeSum L c x = 0 := by
    have hw : ∀ n, Continuous (wave L n) := fun n =>
      continuous_iff_continuousAt.2 fun x => (wave_hasDerivAt L n x).continuousAt
    have hcw : ∀ (a : ℂ) (k : ℤ), Continuous fun x => a * wave L k x :=
      fun a k => continuous_const.mul (hw k)
    simp only [hartreeSum]
    rw [intervalIntegral.integral_finsetSum (fun n _ =>
      (hcw (4 * π * c n / (gvec L n : ℂ) ^ 2) n).intervalIntegrable _ _)]
    refine Finset.sum_eq_zero fun n hn => ?_
    rw [intervalIntegral.integral_const_mul, wave_integral hL,
      if_neg (Finset.ne_of_mem_erase hn), mul_zero]
  have hVc : Continuous fun x => (V x : ℂ) :=
    continuous_iff_continuousAt.2 fun x => (hVE x).ofReal_comp.continuousAt
  have hWc : Continuous (hartreeSum L c) :=
    continuous_iff_continuousAt.2 fun x => (hd x).1.continuousAt
  have hi : ∫ x in (0 : ℝ)..L, ((V x : ℂ) - hartreeSum L c x)
      = ∫ _x in (0 : ℝ)..L, ((V 0 : ℂ) - hartreeSum L c 0) :=
    intervalIntegral.integral_congr fun x _ => hconst x
  rw [intervalIntegral.integral_sub (hVc.intervalIntegrable _ _) (hWc.intervalIntegrable _ _),
    intervalIntegral.integral_ofReal, hmean, intervalIntegral.integral_const] at hi
  simp only [sub_zero] at hi
  refine ⟨(∫ x in (0 : ℝ)..L, V x) / L, fun x => ?_⟩
  rw [Complex.ofReal_div, hi, Complex.real_smul,
    mul_div_cancel_left₀ _ (Complex.ofReal_ne_zero.2 hL.ne')]
  linear_combination hconst x

/-- A periodic potential exists iff the `G = 0` coefficient vanishes. Every such potential is
the Hartree sum up to a constant, and half the cell integral of `ρV` is `2πL ∑ |c(G)|²/G²`. -/
theorem periodic_hartree (hL : 0 < L) (hρ : IsDensity L c ρ) :
    ((∃ V, IsPotential L ρ V) ↔ c 0 = 0) ∧
    ∀ V, IsPotential L ρ V →
      (∃ C : ℝ, ∀ x, (V x : ℂ) = hartreeSum L c x + C) ∧
      1 / 2 * ∫ x in (0 : ℝ)..L, ρ x * V x
        = 2 * π * L * ∑ n ∈ c.support.erase 0, ‖c n‖ ^ 2 / gvec L n ^ 2 := by
  refine ⟨⟨fun ⟨V, hV⟩ => neutral_of_isPotential hL hρ hV, fun h0 => ?_⟩, fun V hV => ?_⟩
  · -- the real part of the Hartree sum is a potential
    have hd := hartreeSum_hasDerivAt hL hρ h0
    refine ⟨fun x => (hartreeSum L c x).re, fun x => ?_,
      fun x => -(hartreeSlope L c x).re, fun x => ?_, fun x => ?_⟩
    · simp only [hartreeSum, wave_add_period hL]
    · have h := Complex.reCLM.hasFDerivAt.comp_hasDerivAt x (hd x).1
      exact h.congr_deriv (by simp)
    · have h := Complex.reCLM.hasFDerivAt.comp_hasDerivAt x (hd x).2
      exact h.neg.congr_deriv (by rw [Complex.reCLM_apply, Complex.ofReal_re, neg_neg])
  have h0 := neutral_of_isPotential hL hρ hV
  obtain ⟨C, hC⟩ := potential_eq_hartreeSum hL hρ hV
  refine ⟨⟨C, hC⟩, ?_⟩
  obtain ⟨hρc, hproj⟩ := density_integral hL hρ
  have hI : ∀ n, Continuous fun x => (ρ x : ℂ) * wave L n x := fun n =>
    (Complex.continuous_ofReal.comp hρc).mul
      (continuous_iff_continuousAt.2 fun x => (wave_hasDerivAt L n x).continuousAt)
  have hx : ∀ x, ((ρ x * V x : ℝ) : ℂ) = (∑ n ∈ c.support.erase 0,
      4 * π * c n / (gvec L n : ℂ) ^ 2 * ((ρ x : ℂ) * wave L n x))
      + C * ((ρ x : ℂ) * wave L 0 x) := by
    intro x
    have hw : wave L 0 x = 1 := by simp [wave, gvec]
    rw [Complex.ofReal_mul, hC x, hw, hartreeSum, mul_add, Finset.mul_sum]
    congr 1
    · exact Finset.sum_congr rfl fun n _ => by ring
    · ring
  -- integrate term by term; the constant drops out by neutrality
  have h : ((∫ x in (0 : ℝ)..L, ρ x * V x : ℝ) : ℂ) = ∑ n ∈ c.support.erase 0,
      4 * π * c n / (gvec L n : ℂ) ^ 2 * (L * conj (c n)) := by
    have hcI : ∀ (a : ℂ) (k : ℤ), Continuous fun x => a * ((ρ x : ℂ) * wave L k x) :=
      fun a k => continuous_const.mul (hI k)
    have hS : Continuous fun x => ∑ n ∈ c.support.erase 0,
        4 * π * c n / (gvec L n : ℂ) ^ 2 * ((ρ x : ℂ) * wave L n x) :=
      continuous_finsetSum _ fun n _ => hcI _ n
    rw [← intervalIntegral.integral_ofReal]
    simp_rw [hx]
    rw [intervalIntegral.integral_add (hS.intervalIntegrable _ _)
      ((hcI (C : ℂ) 0).intervalIntegrable _ _),
      intervalIntegral.integral_finsetSum (fun n _ =>
        (hcI (4 * π * c n / (gvec L n : ℂ) ^ 2) n).intervalIntegrable _ _)]
    simp only [intervalIntegral.integral_const_mul, hproj, h0, map_zero, mul_zero, add_zero]
  have hr : ∑ n ∈ c.support.erase 0, 4 * π * c n / (gvec L n : ℂ) ^ 2 * (L * conj (c n))
      = ((4 * π * L * ∑ n ∈ c.support.erase 0, ‖c n‖ ^ 2 / gvec L n ^ 2 : ℝ) : ℂ) := by
    push_cast
    rw [Finset.mul_sum]
    refine Finset.sum_congr rfl fun n _ => ?_
    have e : c n * conj (c n) = (‖c n‖ : ℂ) ^ 2 := by
      rw [Complex.mul_conj, Complex.normSq_eq_norm_sq, Complex.ofReal_pow]
    linear_combination (4 * π * L / (gvec L n : ℂ) ^ 2) * e
  rw [hr] at h
  rw [Complex.ofReal_injective h]
  ring

/-- The Hartree energy of a density that is somewhere nonzero and has a periodic potential
is strictly positive. -/
theorem hartree_energy_pos (hL : 0 < L) (hρ : IsDensity L c ρ) (hV : IsPotential L ρ V)
    {y : ℝ} (hy : ρ y ≠ 0) : 0 < 1 / 2 * ∫ x in (0 : ℝ)..L, ρ x * V x := by
  have h0 := neutral_of_isPotential hL hρ hV
  rw [((periodic_hartree hL hρ).2 V hV).2]
  have hs : ∑ n ∈ c.support.erase 0, c n * wave L n y
      = ∑ n ∈ c.support, c n * wave L n y := Finset.sum_erase _ (by simp [h0])
  -- a nonzero neutral density has at least one nonzero coefficient with G ≠ 0
  have hne : (c.support.erase 0).Nonempty := by
    refine Finset.nonempty_iff_ne_empty.2 fun he => hy ?_
    rw [he, Finset.sum_empty, ← hρ y] at hs
    exact Complex.ofReal_eq_zero.1 hs.symm
  refine mul_pos (by positivity) (Finset.sum_pos (fun n hn => ?_) hne)
  have hc : c n ≠ 0 := Finsupp.mem_support_iff.1 (Finset.mem_of_mem_erase hn)
  have hG : gvec L n ≠ 0 := by
    simp [gvec, Finset.ne_of_mem_erase hn, hL.ne', Real.pi_ne_zero]
  positivity

end

end PeriodicHartree
```

```lean
#print axioms PeriodicHartree.wave_add_period
#print axioms PeriodicHartree.hartree_energy_pos
```

```
'PeriodicHartree.wave_add_period' depends on axioms: [propext, Classical.choice, Quot.sound]
'PeriodicHartree.hartree_energy_pos' depends on axioms: [propext, Classical.choice, Quot.sound]
```

## How the proof follows the calculation

`wave_hasDerivAt`, `wave_add_period` and `wave_integral` supply the derivative, period and cell integral of a plane wave. `density_integral` proves that $\rho$ is continuous and carries out the conjugation step; `Finset.sum_eq_single n` then picks out the one surviving term.

`neutral_of_isPotential` obtains $E(L)=E(0)$ from uniqueness of the derivative: $V(x+L)$ and $V(x)$ are the same function, so their slopes at $x=0$ agree. The fundamental theorem of calculus turns this into zero charge.

`hartreeSum_hasDerivAt` differentiates $W$ twice, with `hartreeSlope` as the intermediate derivative. `const_of_periodic` is the argument for $D$: it applies `is_const_of_deriv_eq_zero` first to the slope and then to the function minus its linear part. `potential_eq_hartreeSum` uses it on $V-W$ and identifies the constant with the mean of $V$.

`periodic_hartree` assembles the results. It takes the real part of $W$ for existence, then integrates $\rho V$ term by term, where `hproj` supplies $Lc_n^*$ and `h0` removes the constant. `hartree_energy_pos` shows that the set of nonzero coefficients with $n\ne0$ is nonempty, and `Finset.sum_pos` gives the strict inequality.
